# Heitler–London energies for two overlapping orbitals: the roots $(Q\pm K)/(1\pm s^2)$ and the condition $K<Qs^2$ for a lower singlet

Two hydrogen atoms approach each other, each bringing one electron in its own orbital, $a$ or $b$. Once the orbitals overlap, the products $a(1)b(2)$ and $b(1)a(2)$ are no longer orthogonal. The Hamiltonian mixes them into a symmetric and an antisymmetric spatial function, which the Pauli principle pairs with a spin singlet and a spin triplet. Which of the two lies lower?

The orbitals here are real vectors over a finite orthonormal one-electron basis, indexed by `n`, so that dot products are overlaps. They are held fixed, and the ionic products $aa$ and $bb$ are left out. Spin does not appear in the code: "singlet" and "triplet" name the spatial symmetry.

In Lean 4 with Mathlib:

```lean
import Mathlib

open Matrix

namespace HeitlerLondon

noncomputable section

variable {n : Type*} [Fintype n]
```

A two-electron function assigns a number to each pair of basis indices. The product $ab$ has components $a_i b_j$, with electron 1 listed first.

```lean
/-- The two-electron product function with electron 1 in orbital `a` and electron 2 in `b`. -/
def pair (a b : n → ℝ) : n × n → ℝ := fun p => a p.1 * b p.2
```

Electrons are identical, so relabelling them must leave the Hamiltonian matrix unchanged: $H_{(j,i),(l,k)}=H_{(i,j),(k,l)}$. This is the only condition placed on $H$; even its Hermiticity is not needed below.

```lean
/-- The Hamiltonian is unchanged when the two electrons are relabelled. -/
def ExchangeSymmetric (H : Matrix (n × n) (n × n) ℝ) : Prop :=
  ∀ p q, H p.swap q.swap = H p q
```

The direct and exchange elements are $Q=\langle ab|H|ab\rangle$ and $K=\langle ab|H|ba\rangle$. Both use the whole Hamiltonian, so $K$ contains one-electron terms as well as the exchange integral of the repulsion.

```lean
/-- The direct matrix element `Q = ⟨ab|H|ab⟩`. -/
def direct (H : Matrix (n × n) (n × n) ℝ) (a b : n → ℝ) : ℝ :=
  pair a b ⬝ᵥ (H *ᵥ pair a b)

/-- The exchange matrix element `K = ⟨ab|H|ba⟩`. -/
def exchange (H : Matrix (n × n) (n × n) ℝ) (a b : n → ℝ) : ℝ :=
  pair a b ⬝ᵥ (H *ᵥ pair b a)
```

With the basis functions numbered 0 and 1, the Hamiltonian and overlap matrices follow.

```lean
/-- The valence-bond basis: the products `ab` and `ba`. -/
def vb (a b : n → ℝ) : Fin 2 → n × n → ℝ := ![pair a b, pair b a]

/-- The Hamiltonian matrix in the valence-bond basis. -/
def vbH (H : Matrix (n × n) (n × n) ℝ) (a b : n → ℝ) : Matrix (Fin 2) (Fin 2) ℝ :=
  Matrix.of fun i j => vb a b i ⬝ᵥ (H *ᵥ vb a b j)

/-- The overlap matrix of the valence-bond basis. -/
def vbM (a b : n → ℝ) : Matrix (Fin 2) (Fin 2) ℝ :=
  Matrix.of fun i j => vb a b i ⬝ᵥ vb a b j
```

For normalised orbitals and an $H$ that meets the relabelling condition, part (c) will show that these matrices are, with $s=a\cdot b$,
$$\begin{pmatrix}Q&K\\K&Q\end{pmatrix},\qquad \begin{pmatrix}1&s^2\\s^2&1\end{pmatrix}.$$

```lean
/-- The matrix `[[Q, K], [K, Q]]`. -/
def energyMatrix (Q K : ℝ) : Matrix (Fin 2) (Fin 2) ℝ := !![Q, K; K, Q]

/-- The matrix `[[1, s²], [s², 1]]`. -/
def overlapMatrix (s : ℝ) : Matrix (Fin 2) (Fin 2) ℝ := !![1, s ^ 2; s ^ 2, 1]
```

A root is a real energy $E$ for which $Hc=EMc$ has a nonzero real solution $c=(c_0,c_1)$; in this equation $H$ stands for the $2\times2$ Hamiltonian matrix and $M$ for the overlap matrix. Without $c\neq0$, every number would be a root.

```lean
/-- `E` is a root of `H c = E M c`: the equation has a nonzero solution `c`. -/
def IsRoot (H M : Matrix (Fin 2) (Fin 2) ℝ) (E : ℝ) : Prop :=
  ∃ c : Fin 2 → ℝ, c ≠ 0 ∧ H *ᵥ c = E • (M *ᵥ c)
```

The two candidate energies are $E_S=(Q+K)/(1+s^2)$ and $E_T=(Q-K)/(1-s^2)$.

```lean
/-- The Heitler-London singlet energy. -/
def singletEnergy (Q K s : ℝ) : ℝ := (Q + K) / (1 + s ^ 2)

/-- The Heitler-London triplet energy. -/
def tripletEnergy (Q K s : ℝ) : ℝ := (Q - K) / (1 - s ^ 2)
```

## (a) Relabelling a matrix element

**Show that $\langle ba|H|dc\rangle=\langle ab|H|cd\rangle$ for any four orbitals.**

Write out the sum, rename $i\leftrightarrow j$ and $k\leftrightarrow l$, and use the symmetry of $H$:
$$\sum_{ijkl} b_i a_j H_{(i,j),(k,l)}d_k c_l=\sum_{ijkl} a_i b_j H_{(j,i),(l,k)}c_k d_l=\sum_{ijkl} a_i b_j H_{(i,j),(k,l)}c_k d_l .$$
In the proof, `Fintype.sum_equiv` does the renaming, once for the ket and once for the bra.

```lean
/-- For an exchange-symmetric `H`, relabelling the electrons in both bra and ket leaves a matrix
element unchanged. -/
theorem exchange_invariance {H : Matrix (n × n) (n × n) ℝ} (hH : ExchangeSymmetric H)
    (a b c d : n → ℝ) :
    pair b a ⬝ᵥ (H *ᵥ pair d c) = pair a b ⬝ᵥ (H *ᵥ pair c d) := by
  simp only [dotProduct, Matrix.mulVec]
  refine Fintype.sum_equiv (Equiv.prodComm n n) _ _ fun p => ?_
  -- the line above relabels the bra; `h` relabels the ket
  have h : ∑ q, H p q * pair d c q = ∑ q, H p.swap q * pair c d q :=
    Fintype.sum_equiv (Equiv.prodComm n n) _ _ fun q => by
      simp only [Equiv.prodComm_apply, hH p q, pair, Prod.fst_swap, Prod.snd_swap]
      ring
  simp only [Equiv.prodComm_apply]
  rw [h]
  simp only [pair, Prod.fst_swap, Prod.snd_swap]
  ring
```

## (b) Overlap of two products

**Show that $\langle ab|cd\rangle=(a\cdot c)(b\cdot d)$.**

The double sum factorises:
$$\sum_{ij}a_ib_jc_id_j=\Big(\sum_i a_ic_i\Big)\Big(\sum_j b_jd_j\Big).$$

```lean
/-- The overlap of two product functions is the product of the orbital overlaps. -/
theorem pair_overlap (a b c d : n → ℝ) :
    pair a b ⬝ᵥ pair c d = (a ⬝ᵥ c) * (b ⬝ᵥ d) := by
  simp only [dotProduct, pair, Fintype.sum_prod_type, Finset.sum_mul_sum]
  refine Finset.sum_congr rfl fun i _ => Finset.sum_congr rfl fun j _ => ?_
  ring
```

## (c) The two matrices

**For normalised $a$ and $b$, find the Hamiltonian and overlap matrices.**

The first row of the Hamiltonian matrix is $(Q,K)$ by definition. Part (a) gives $\langle ba|H|ab\rangle=K$ and $\langle ba|H|ba\rangle=Q$. By part (b), the diagonal overlaps are $1\cdot1$ and the off-diagonal ones are $(a\cdot b)(b\cdot a)=s^2$. The proof checks the four entries of each matrix in turn.

```lean
/-- For an exchange-symmetric `H` and normalised orbitals the valence-bond matrices are `[[Q, K],
[K, Q]]` and `[[1, s²], [s², 1]]`, with `s` the orbital overlap. -/
theorem vb_matrices {H : Matrix (n × n) (n × n) ℝ} (hH : ExchangeSymmetric H)
    {a b : n → ℝ} (ha : a ⬝ᵥ a = 1) (hb : b ⬝ᵥ b = 1) :
    vbH H a b = energyMatrix (direct H a b) (exchange H a b) ∧
      vbM a b = overlapMatrix (a ⬝ᵥ b) := by
  have h00 : pair a b ⬝ᵥ pair a b = 1 := by rw [pair_overlap, ha, hb]; ring
  have h11 : pair b a ⬝ᵥ pair b a = 1 := by rw [pair_overlap, ha, hb]; ring
  have h01 : pair a b ⬝ᵥ pair b a = (a ⬝ᵥ b) ^ 2 := by
    rw [pair_overlap, dotProduct_comm b a]; ring
  have h10 : pair b a ⬝ᵥ pair a b = (a ⬝ᵥ b) ^ 2 := by
    rw [pair_overlap, dotProduct_comm b a]; ring
  constructor
  · ext i j
    fin_cases i <;> fin_cases j
    exacts [rfl, rfl, exchange_invariance hH a b b a, exchange_invariance hH a b a b]
  · ext i j
    fin_cases i <;> fin_cases j
    exacts [h00, h01, h10, h11]
```

## (d) A bound on the overlap

**Show that $s^2<1$ if the normalised orbitals satisfy $a\neq b$ and $a\neq-b$.**

Neither $a-b$ nor $a+b$ is zero, so both have positive squared length:
$$0<|a-b|^2=2-2s,\qquad 0<|a+b|^2=2+2s.$$
Hence $-1<s<1$. The excluded cases are those in which $ab$ and $ba$ are the same function and the overlap matrix is singular. `nlinarith` combines the two inequalities into the bound on $s^2$.

```lean
/-- Two normalised orbitals that differ by more than a sign have squared overlap below one. -/
theorem overlap_sq_lt_one {a b : n → ℝ} (ha : a ⬝ᵥ a = 1) (hb : b ⬝ᵥ b = 1)
    (hab : a ≠ b) (hab' : a ≠ -b) : (a ⬝ᵥ b) ^ 2 < 1 := by
  have pos : ∀ v : n → ℝ, v ≠ 0 → 0 < v ⬝ᵥ v := fun v hv =>
    lt_of_le_of_ne (Finset.sum_nonneg fun i _ => mul_self_nonneg (v i))
      (Ne.symm (mt dotProduct_self_eq_zero.mp hv))
  -- the difference and the sum of the orbitals both have positive norm
  have h1 := pos (a - b) (sub_ne_zero.mpr hab)
  have h2 := pos (a + b) (fun h => hab' (eq_neg_of_add_eq_zero_left h))
  simp only [sub_dotProduct, dotProduct_sub, ha, hb, dotProduct_comm b a] at h1
  simp only [add_dotProduct, dotProduct_add, ha, hb, dotProduct_comm b a] at h2
  nlinarith
```

## (e) Decoupling the secular equations

**Rewrite the two equations in terms of $c_0+c_1$ and $c_0-c_1$.**

The rows read
$$Qc_0+Kc_1=E(c_0+s^2c_1),\qquad Kc_0+Qc_1=E(s^2c_0+c_1).$$
Adding and subtracting them gives
$$[Q+K-E(1+s^2)](c_0+c_1)=0,\qquad [Q-K-E(1-s^2)](c_0-c_1)=0.$$
Half the sum and half the difference of these recover the original rows, so the two systems are equivalent. The `linear_combination` calls are these same combinations.

```lean
/-- The secular equations decouple into one for the sum and one for the difference of the
two coefficients. -/
theorem secular_decouple (Q K s E : ℝ) (c : Fin 2 → ℝ) :
    energyMatrix Q K *ᵥ c = E • (overlapMatrix s *ᵥ c) ↔
      (Q + K - E * (1 + s ^ 2)) * (c 0 + c 1) = 0 ∧
      (Q - K - E * (1 - s ^ 2)) * (c 0 - c 1) = 0 := by
  constructor
  · intro h
    have h0 : Q * c 0 + K * c 1 = E * (c 0 + s ^ 2 * c 1) := by
      simpa [energyMatrix, overlapMatrix, Matrix.mulVec, dotProduct, Fin.sum_univ_two]
        using congrFun h 0
    have h1 : K * c 0 + Q * c 1 = E * (s ^ 2 * c 0 + c 1) := by
      simpa [energyMatrix, overlapMatrix, Matrix.mulVec, dotProduct, Fin.sum_univ_two]
        using congrFun h 1
    exact ⟨by linear_combination h0 + h1, by linear_combination h0 - h1⟩
  · rintro ⟨h0, h1⟩
    ext i
    fin_cases i
    · simp [energyMatrix, overlapMatrix, Matrix.mulVec, dotProduct, Fin.sum_univ_two]
      linear_combination (h0 + h1) / 2
    · simp [energyMatrix, overlapMatrix, Matrix.mulVec, dotProduct, Fin.sum_univ_two]
      linear_combination (h0 - h1) / 2
```

## (f) Which function belongs to which energy

**For $s^2<1$ and $K\neq Qs^2$, find all solutions at $E_S$ and at $E_T$.**

At $E=E_S$ the first bracket vanishes, and the second is
$$Q-K-E_S(1-s^2)=\frac{2(Qs^2-K)}{1+s^2}\neq0,$$
which forces $c_0=c_1$. At $E=E_T$ the second bracket vanishes, and the first is
$$Q+K-E_T(1+s^2)=\frac{2(K-Qs^2)}{1-s^2}\neq0,$$
which forces $c_0=-c_1$. Conversely, these choices satisfy both equations. If $K=Qs^2$, both energies equal $Q$ and every $c$ is a solution, which is why that case is excluded.

The proof splits each vanishing product into its factors and shows that a vanishing bracket would contradict `hK`.

```lean
/-- If `s² < 1` and `K ≠ Q s²`, the solutions at the singlet energy are exactly the symmetric
combinations of `ab` and `ba`, and those at the triplet energy exactly the antisymmetric ones. -/
theorem solutions_iff {Q K s : ℝ} (hs : s ^ 2 < 1) (hK : K ≠ Q * s ^ 2) (c : Fin 2 → ℝ) :
    (energyMatrix Q K *ᵥ c = singletEnergy Q K s • (overlapMatrix s *ᵥ c) ↔ c 0 = c 1) ∧
    (energyMatrix Q K *ᵥ c = tripletEnergy Q K s • (overlapMatrix s *ᵥ c) ↔ c 0 = -c 1) := by
  have e : singletEnergy Q K s * (1 + s ^ 2) = Q + K := div_mul_cancel₀ _ (by positivity)
  have f : tripletEnergy Q K s * (1 - s ^ 2) = Q - K := div_mul_cancel₀ _ (by linarith)
  rw [secular_decouple, secular_decouple]
  refine ⟨⟨fun h => ?_, fun h => ⟨?_, ?_⟩⟩, ⟨fun h => ?_, fun h => ⟨?_, ?_⟩⟩⟩
  · rcases mul_eq_zero.mp h.2 with h | h
    · exact absurd (by linear_combination (-(1 + s ^ 2) / 2) * h - (1 - s ^ 2) / 2 * e) hK
    · linarith
  · rw [e]; ring
  · rw [h]; ring
  · rcases mul_eq_zero.mp h.1 with h | h
    · exact absurd (by linear_combination ((1 - s ^ 2) / 2) * h + (1 + s ^ 2) / 2 * f) hK
    · linarith
  · rw [h]; ring
  · rw [f]; ring
```

## (g) The gap

**Compute $E_T-E_S$ for $s^2<1$.**

Over the common denominator $(1-s^2)(1+s^2)=1-s^4$,
$$E_T-E_S=\frac{(Q-K)(1+s^2)-(Q+K)(1-s^2)}{1-s^4}=\frac{2(Qs^2-K)}{1-s^4}.$$
In this two-electron model with fixed orbitals, this is the splitting that an effective spin–spin coupling would have to reproduce.

```lean
/-- For `s² < 1`, the triplet energy minus the singlet energy is `2 (Q s² - K) / (1 - s⁴)`. -/
theorem singlet_triplet_gap {Q K s : ℝ} (hs : s ^ 2 < 1) :
    tripletEnergy Q K s - singletEnergy Q K s = 2 * (Q * s ^ 2 - K) / (1 - s ^ 4) := by
  have hp : 1 + s ^ 2 ≠ 0 := by positivity
  have hm : 1 - s ^ 2 ≠ 0 := (sub_pos.mpr hs).ne'
  have h4 : 1 - s ^ 4 = (1 + s ^ 2) * (1 - s ^ 2) := by ring
  unfold tripletEnergy singletEnergy
  rw [h4, div_sub_div _ _ hm hp, div_eq_div_iff (mul_ne_zero hm hp) (mul_ne_zero hp hm)]
  ring
```

## (h) The roots and their order

**For normalised orbitals with $a\neq\pm b$, show that the roots are exactly $E_S$ and $E_T$, and that $E_S<E_T$ if and only if $K<Qs^2$.**

Let $c\neq0$ solve the problem at energy $E$. If the first bracket in (e) vanishes, then $E=E_S$; if the second does, $E=E_T$. If neither did, both $c_0+c_1$ and $c_0-c_1$ would be zero, and so would $c$.

Conversely, $(1,1)$ solves the equations at $E_S$ and $(1,-1)$ at $E_T$. Normalised with the overlap matrix, these are
$$\frac{ab+ba}{\sqrt{2(1+s^2)}},\qquad \frac{ab-ba}{\sqrt{2(1-s^2)}}.$$

For the order, both denominators are positive, so $E_S<E_T$ means $(Q+K)(1-s^2)<(Q-K)(1+s^2)$, which simplifies to $K<Qs^2$.

The theorem is stated for the matrices built from $H$, $a$ and $b$. Its proof inserts (c) and (d), then replaces the three matrix elements by plain numbers and follows the argument above.

```lean
/-- For an exchange-symmetric `H` and normalised orbitals differing by more than a sign, the
valence-bond problem has exactly the singlet and triplet energies as roots, and the singlet is lower
iff `K < Q s²`. -/
theorem heitler_london {H : Matrix (n × n) (n × n) ℝ} (hH : ExchangeSymmetric H)
    {a b : n → ℝ} (ha : a ⬝ᵥ a = 1) (hb : b ⬝ᵥ b = 1) (hab : a ≠ b) (hab' : a ≠ -b) :
    (∀ E, IsRoot (vbH H a b) (vbM a b) E ↔
      E = singletEnergy (direct H a b) (exchange H a b) (a ⬝ᵥ b) ∨
      E = tripletEnergy (direct H a b) (exchange H a b) (a ⬝ᵥ b)) ∧
    (singletEnergy (direct H a b) (exchange H a b) (a ⬝ᵥ b) <
        tripletEnergy (direct H a b) (exchange H a b) (a ⬝ᵥ b) ↔
      exchange H a b < direct H a b * (a ⬝ᵥ b) ^ 2) := by
  have hs := overlap_sq_lt_one ha hb hab hab'
  obtain ⟨h1, h2⟩ := vb_matrices hH ha hb
  rw [h1, h2]
  generalize direct H a b = Q, exchange H a b = K, a ⬝ᵥ b = s at hs ⊢
  have hp : 0 < 1 + s ^ 2 := by positivity
  have hm : 0 < 1 - s ^ 2 := sub_pos.mpr hs
  refine ⟨fun E => ⟨?_, ?_⟩, ?_⟩
  · rintro ⟨c, hc, h⟩
    obtain ⟨h0, h1⟩ := (secular_decouple Q K s E c).mp h
    rcases mul_eq_zero.mp h0 with h0 | h0
    · left
      rw [singletEnergy, eq_div_iff hp.ne']
      linarith
    rcases mul_eq_zero.mp h1 with h1 | h1
    · right
      rw [tripletEnergy, eq_div_iff hm.ne']
      linarith
    -- otherwise both coefficients vanish
    refine absurd ?_ hc
    ext i
    fin_cases i
    · change c 0 = 0
      linarith
    · change c 1 = 0
      linarith
  · rintro (rfl | rfl)
    · have e : singletEnergy Q K s * (1 + s ^ 2) = Q + K := div_mul_cancel₀ _ hp.ne'
      refine ⟨![1, 1], fun h => by simpa using congrFun h 0, ?_⟩
      exact (secular_decouple _ _ _ _ _).mpr ⟨by rw [e]; ring, by simp⟩
    · have f : tripletEnergy Q K s * (1 - s ^ 2) = Q - K := div_mul_cancel₀ _ hm.ne'
      refine ⟨![1, -1], fun h => by simpa using congrFun h 0, ?_⟩
      exact (secular_decouple _ _ _ _ _).mpr ⟨by simp, by rw [f]; ring⟩
  · rw [singletEnergy, tripletEnergy, div_lt_div_iff₀ hp hm]
    constructor <;> intro h <;> nlinarith
```

## (i) Negative $K$ is not enough

**Find numbers with $K<0$ for which the triplet is lower.**

For given $Q$ and $s$, reading the order from the sign of $K$ alone is right for every $K$ only when $Qs^2=0$, for instance for orthogonal orbitals. Take $Q=-2$, $K=-\tfrac14$, $s=\tfrac12$. Then $Qs^2=-\tfrac12<K$, and
$$E_S=\frac{-9/4}{5/4}=-\frac95,\qquad E_T=\frac{-7/4}{3/4}=-\frac73 .$$
When $s\neq0$, the sign of $K$ also depends on the zero of energy: adding a constant $C$ to the Hamiltonian changes $Q$ by $C$ and $K$ by $Cs^2$, while $K-Qs^2$ stays the same.

```lean
/-- With `Q = -2`, `K = -1/4` and `s = 1/2` the exchange element is negative, yet the triplet
lies below the singlet. -/
theorem negative_exchange_triplet_lower :
    tripletEnergy (-2) (-1 / 4) (1 / 2) < singletEnergy (-2) (-1 / 4) (1 / 2) := by
  norm_num [tripletEnergy, singletEnergy]
```

## (j) A Hamiltonian that qualifies

**Give a Hamiltonian and two orbitals that meet every hypothesis of (h).**

Let each electron feel a one-electron matrix $h$, and let the pair repel with energy $g_{ij}$ when the electrons sit on sites $i$ and $j$.

```lean
/-- A two-electron Hamiltonian with one-electron part `h` and a pair interaction `g` that is
diagonal in the basis. -/
def twoElectronH [DecidableEq n] (h : Matrix n n ℝ) (g : n → n → ℝ) :
    Matrix (n × n) (n × n) ℝ :=
  Matrix.of fun p q => h p.1 q.1 * (1 : Matrix n n ℝ) p.2 q.2
    + (1 : Matrix n n ℝ) p.1 q.1 * h p.2 q.2
    + g p.1 p.2 * (1 : Matrix n n ℝ) p.1 q.1 * (1 : Matrix n n ℝ) p.2 q.2
```

Relabelling swaps the two one-electron terms and turns $g_{ij}$ into $g_{ji}$, so a symmetric $g$ suffices. On two sites, take site energy $-1$, hopping element $-\tfrac12$, and repulsion $1$ on the same site and $\tfrac12$ on different sites. The orbitals $a=(1,0)$ and $b=(\tfrac35,\tfrac45)$ are normalised, with overlap $s=\tfrac35$. Their second components, $0$ and $\tfrac45$, show that $a\neq\pm b$. In the proof, `key` is the relabelling argument for any symmetric $g$ on two sites.

```lean
/-- A two-site Hamiltonian with hopping and repulsion, and two overlapping orbitals, meet all
the hypotheses of `heitler_london`. -/
theorem heitler_london_witness :
    ExchangeSymmetric (twoElectronH !![-1, -1 / 2; -1 / 2, -1]
      (fun i j : Fin 2 => if i = j then 1 else 1 / 2)) ∧
    (![1, 0] : Fin 2 → ℝ) ⬝ᵥ ![1, 0] = 1 ∧
    (![3 / 5, 4 / 5] : Fin 2 → ℝ) ⬝ᵥ ![3 / 5, 4 / 5] = 1 ∧
    (![1, 0] : Fin 2 → ℝ) ≠ ![3 / 5, 4 / 5] ∧
    (![1, 0] : Fin 2 → ℝ) ≠ -![3 / 5, 4 / 5] := by
  refine ⟨?_, ?_, ?_, fun h => ?_, fun h => ?_⟩
  · -- a symmetric pair interaction makes the whole Hamiltonian exchange symmetric
    have key : ∀ (h : Matrix (Fin 2) (Fin 2) ℝ) (g : Fin 2 → Fin 2 → ℝ),
        (∀ i j, g i j = g j i) → ExchangeSymmetric (twoElectronH h g) := by
      rintro h g hg ⟨i, j⟩ ⟨k, l⟩
      change h j l * (1 : Matrix (Fin 2) (Fin 2) ℝ) i k
          + (1 : Matrix (Fin 2) (Fin 2) ℝ) j l * h i k
          + g j i * (1 : Matrix (Fin 2) (Fin 2) ℝ) j l * (1 : Matrix (Fin 2) (Fin 2) ℝ) i k
        = h i k * (1 : Matrix (Fin 2) (Fin 2) ℝ) j l
          + (1 : Matrix (Fin 2) (Fin 2) ℝ) i k * h j l
          + g i j * (1 : Matrix (Fin 2) (Fin 2) ℝ) i k * (1 : Matrix (Fin 2) (Fin 2) ℝ) j l
      rw [hg j i]
      ring
    exact key _ _ (fun i j => by fin_cases i <;> fin_cases j <;> simp)
  · norm_num [dotProduct, Fin.sum_univ_two]
  · norm_num [dotProduct, Fin.sum_univ_two]
  · have h1 := congrFun h 1
    norm_num at h1
  · have h1 := congrFun h 1
    norm_num at h1

end

end HeitlerLondon
```

```lean
#print axioms HeitlerLondon.solutions_iff
#print axioms HeitlerLondon.singlet_triplet_gap
#print axioms HeitlerLondon.heitler_london
#print axioms HeitlerLondon.negative_exchange_triplet_lower
```

```
'HeitlerLondon.solutions_iff' depends on axioms: [propext, Classical.choice, Quot.sound]
'HeitlerLondon.singlet_triplet_gap' depends on axioms: [propext, Classical.choice, Quot.sound]
'HeitlerLondon.heitler_london' depends on axioms: [propext, Classical.choice, Quot.sound]
'HeitlerLondon.negative_exchange_triplet_lower' depends on axioms: [propext, Classical.choice, Quot.sound]
```
